# Sine and cosine bounds for angles of at most 10⁻⁸ radians

The lemma concerns a real angle t, in radians, with |t| ≤ 10⁻⁸. It states that 1 − cos t is less than 2⁻⁵⁴, while |sin t| is at least (1 − 10⁻¹⁶)|t|: the cosine is very close to 1, and the sine keeps nearly the full size of the angle. Both are bounds on exact real numbers, with no rounding in the statement. The proof gets the cosine bound from 1 − t²/2 ≤ cos t. For the sine it first treats positive angles, using s − s³/6 < sin s, and then carries the result to negative angles by the oddness of the sine.

The failing Lean file:

```lean
import Mathlib

open Matrix

namespace PrincipalAngles

noncomputable section

variable {n k l : Type*} [Fintype n] [Fintype k]

variable [DecidableEq k]

variable [Fintype l] [DecidableEq l]

/-- For `|t| ≤ 10⁻⁸` the cosine differs from 1 by less than `2⁻⁵⁴`, while `|sin t|` is at
least `(1 - 10⁻¹⁶) |t|`. -/
theorem small_angle {t : ℝ} (ht : |t| ≤ 1 / 10 ^ 8) :
    1 - Real.cos t < 1 / 2 ^ 54 ∧ (1 - 1 / 10 ^ 16) * |t| ≤ |Real.sin t| := by
  have hsq : t ^ 2 ≤ (1 / 10 ^ 8) ^ 2 := sq_le_sq' (abs_le.mp ht).1 (abs_le.mp ht).2
  have pos : ∀ s : ℝ, 0 < s → s ^ 2 ≤ (1 / 10 ^ 8) ^ 2 →
      (1 - 1 / 10 ^ 16) * s ≤ Real.sin s := by
    intro s hs hs2
    have hs1 : s ≤ 1 := by nlinarith
    have hsin := Real.sin_gt_sub_cube hs hs1
    have hcube := mul_le_mul_of_nonneg_left hs2 hs.le
    have he : s * s ^ 2 = s ^ 3 := by ring
    rw [he] at hcube
    linarith
  constructor
  · have hcos := Real.one_sub_sq_div_two_le_cos (x := t)
    have hnum : ((1 : ℝ) / 10 ^ 8) ^ 2 / 2 < 1 / 2 ^ 54 := by norm_num
    linarith
  · rcases lt_trichotomy t 0 with h | h | h
    · have hp := pos (-t) (by linarith) (by rw [neg_sq]; exact hsq)
      rw [Real.sin_neg] at hp
      rw [abs_of_neg h]
      exact hp.trans (neg_le_abs _)
    · simp [h]
    · rw [abs_of_pos h]
      exact (pos t h hsq).trans (le_abs_self _)

end

end PrincipalAngles
```

The error:

```
Main.lean:24:17: error: Function expected at
  Real.sin_gt_sub_cube hs
but this term has type
  s - s ^ 3 / 6 < Real.sin s

Note: Expected a function because this term is being applied to the argument
  hs1
```

Cause. The message says that `Real.sin_gt_sub_cube hs` is already a proof of `s - s ^ 3 / 6 < Real.sin s`. Here `hs` is the hypothesis `0 < s`, and the lemma needs no other explicit argument. The attempt also passes `hs1`, a proof of `s ≤ 1`. Lean therefore reads the expression as applying the finished proof to `hs1`, but a proof of this inequality is not a function, hence "Function expected".

The repair drops `hs1` from the call, so that `hsin` is the cubic lower bound itself. This is the change that cures the error. Deleting the line that proves `hs1` is mere tidying: no later step needs the bound `s ≤ 1`, since the closing `linarith` can work from `hsin`, `hcube` and the positivity of `s`.

The change, after which it compiles:

```diff
@@ -21,6 +21,5 @@
       (1 - 1 / 10 ^ 16) * s ≤ Real.sin s := by
     intro s hs hs2
-    have hs1 : s ≤ 1 := by nlinarith
-    have hsin := Real.sin_gt_sub_cube hs hs1
+    have hsin := Real.sin_gt_sub_cube hs
     have hcube := mul_le_mul_of_nonneg_left hs2 hs.le
     have he : s * s ^ 2 = s ^ 3 := by ring
```
